# An inverse-cube cutoff bound for the leading nonretarded Lifshitz sum between Ninham–Parsegian media

Two bodies separated by a thin vacuum gap attract each other through fluctuations of the electromagnetic field. At temperature T, Lifshitz theory writes the interaction as a sum over the Matsubara frequencies u = nh, with n = 0, 1, 2, … and h = 2πk_BT/ħ. A program that adds the terms one by one has to stop at some finite n = N, which raises the question of how much it leaves out.

The bound below answers this for half-spaces at separations small enough to neglect retardation, and for the leading term of the interaction. Each medium i = 1, 2 has a permittivity at imaginary frequency of Ninham–Parsegian form, here with finitely many undamped oscillators and no Debye terms,

ε_i(u) = 1 + Σ_j C_j/(1 + u²/w_j²), with C_j ≥ 0 and w_j > 0,

where the strengths C_j and frequencies w_j belong to medium i. Define its total strength and its contrast against vacuum by

S_i = Σ_j C_j w_j²
D_i(u) = (ε_i(u) − 1)/(ε_i(u) + 1).

Then for every h > 0 and every integer N ≥ 1 the omitted series converges, and

0 ≤ Σ_{n>N} D₁(nh) D₂(nh) ≤ S₁S₂/(12 h⁴ N³).

## Choosing N in a Hamaker-constant calculation

In this approximation the Hamaker constant is

A ≈ (3/2) k_BT Σ′_{n≥0} D₁(nh) D₂(nh),

where the prime gives the n = 0 term half weight. To keep the error of the sum below a tolerance δ > 0, a code can take

N = max(1, ⌈(S₁S₂/(12 h⁴ δ))^(1/3)⌉).

The truncated sum is then too small by at most δ, and truncation lowers the leading-term value of A by at most (3/2) k_BT δ. The frequencies w_j and h must be in the same units. Dividing every w_j by h first, and then setting h = 1 in the formula, makes every quantity in it dimensionless and avoids very large intermediate numbers.

As an example, give each medium one oscillator with C = 1 and w = 60h. Then S₁S₂/h⁴ = 60⁴, and for δ = 0.001 the formula gives N = 1026. The estimate is close there, because u is far above w. At N = 60 it is loose: the bound is 5, while the tail is about 1.6.

## From one oscillator to the tail

**Contrast.** Every oscillator term is nonnegative, so ε ≥ 1 and D ≥ 0. For u > 0,

C_j/(1 + u²/w_j²) = C_j w_j²/(w_j² + u²) ≤ C_j w_j²/u².

Summing over j gives ε − 1 ≤ S/u². Since ε + 1 ≥ 2,

D(u) ≤ (ε(u) − 1)/2 ≤ S/(2u²).

At u = nh with n ≥ 1, the product therefore satisfies

D₁(nh) D₂(nh) ≤ S₁S₂/(4 h⁴ n⁴).

**Inverse fourth powers.** For x > 0, a common denominator gives

(1/x³ − 1/(x+1)³)/3 − 1/(x+1)⁴ = (6x² + 4x + 1)/(3x³(x+1)⁴) ≥ 0.

Put x = n − 1 and add the terms n = N+1, …, N+K. The right-hand side telescopes:

Σ_{n=N+1}^{N+K} 1/n⁴ ≤ (1/N³ − 1/(N+K)³)/3 ≤ 1/(3N³).

Multiplying by S₁S₂/(4h⁴) bounds all partial sums of the tail by S₁S₂/(12h⁴N³). The terms are nonnegative, so the series converges and its sum obeys the same bound.

**The constant.** At high frequency the estimate for D becomes exact to leading order. Indeed,

u²(ε(u) − 1) = Σ_j C_j w_j² (1 − 1/(1 + u²/w_j²)) → S,

while ε + 1 → 2, so u²D(u) → S/2. Take 0 ≤ c < S₁S₂/(12h⁴). For all large n the product D₁D₂ at nh is then at least 3c/n⁴. The companion identity

1/x⁴ − (1/x³ − 1/(x+1)³)/3 = (6x² + 8x + 3)/(3x⁴(x+1)³) ≥ 0

with x = n gives 3c/n⁴ ≥ c(1/n³ − 1/(n+1)³). Summing over n > N shows that the tail is at least c/(N+1)³ for all large N. The coefficient S₁S₂/(12h⁴) is therefore the best possible for an N⁻³ bound.

## The Lean file

```lean
import Mathlib

open Filter Topology Finset

noncomputable section

namespace LifshitzMatsubaraTail

/-- A medium described by oscillators with strengths `C j ≥ 0` and
absorption frequencies `w j > 0`. -/
structure Medium (ι : Type*) where
  C : ι → ℝ
  w : ι → ℝ
  C_nonneg : ∀ j, 0 ≤ C j
  w_pos : ∀ j, 0 < w j

variable {ι κ : Type*} [Fintype ι] [Fintype κ]

/-- The Ninham-Parsegian permittivity at imaginary frequency `u`. -/
def Medium.eps (A : Medium ι) (u : ℝ) : ℝ :=
  1 + ∑ j, A.C j / (1 + u ^ 2 / A.w j ^ 2)

/-- The total strength `∑ C_j w_j²` of the oscillators. -/
def Medium.S (A : Medium ι) : ℝ := ∑ j, A.C j * A.w j ^ 2

/-- The dielectric contrast of the medium against vacuum. -/
def Medium.D (A : Medium ι) (u : ℝ) : ℝ := (A.eps u - 1) / (A.eps u + 1)

/-- The product of the two contrasts at the Matsubara frequency `n h`. -/
def matsubaraTerm (A : Medium ι) (B : Medium κ) (h : ℝ) (n : ℕ) : ℝ :=
  A.D (n * h) * B.D (n * h)

/-- The leading nonretarded Lifshitz sum over all Matsubara frequencies, the static term with half
weight. -/
def primedSum (A : Medium ι) (B : Medium κ) (h : ℝ) : ℝ :=
  matsubaraTerm A B h 0 / 2 + ∑' k : ℕ, matsubaraTerm A B h (k + 1)

/-- The leading nonretarded Lifshitz sum cut off after the Matsubara frequency `N h`, the static
term with half weight. -/
def truncatedSum (A : Medium ι) (B : Medium κ) (h : ℝ) (N : ℕ) : ℝ :=
  matsubaraTerm A B h 0 / 2 + ∑ k ∈ range N, matsubaraTerm A B h (k + 1)

/-- The permittivity at imaginary frequency is at least that of vacuum. -/
theorem one_le_eps (A : Medium ι) (u : ℝ) : 1 ≤ A.eps u := by
  have h : 0 ≤ ∑ j, A.C j / (1 + u ^ 2 / A.w j ^ 2) :=
    Finset.sum_nonneg fun j _ => div_nonneg (A.C_nonneg j) (by positivity)
  unfold Medium.eps
  linarith

/-- The contrast against vacuum is nonnegative. -/
theorem D_nonneg (A : Medium ι) (u : ℝ) : 0 ≤ A.D u := by
  have h := one_le_eps A u
  exact div_nonneg (by linarith) (by linarith)

/-- At every positive imaginary frequency the contrast is at most `S / (2 u²)`. -/
theorem D_le (A : Medium ι) {u : ℝ} (hu : 0 < u) : A.D u ≤ A.S / (2 * u ^ 2) := by
  have h1 := one_le_eps A u
  -- each oscillator is bounded by its free-electron tail
  have h2 : A.eps u - 1 ≤ A.S / u ^ 2 := by
    unfold Medium.eps Medium.S
    rw [add_sub_cancel_left, Finset.sum_div]
    refine Finset.sum_le_sum fun j _ => ?_
    have hw := A.w_pos j
    have hC := A.C_nonneg j
    have e : u ^ 2 / A.w j ^ 2 * A.w j ^ 2 = u ^ 2 :=
      div_mul_cancel₀ _ (pow_ne_zero 2 hw.ne')
    rw [div_le_div_iff₀ (by positivity) (by positivity)]
    have e2 : A.C j * A.w j ^ 2 * (1 + u ^ 2 / A.w j ^ 2)
        = A.C j * A.w j ^ 2 + A.C j * u ^ 2 := by
      linear_combination A.C j * e
    rw [e2]
    have : 0 ≤ A.C j * A.w j ^ 2 := by positivity
    linarith
  calc A.D u ≤ (A.eps u - 1) / 2 :=
        div_le_div_of_nonneg_left (by linarith) (by norm_num) (by linarith)
    _ ≤ A.S / u ^ 2 / 2 := by linarith
    _ = A.S / (2 * u ^ 2) := by rw [div_div, mul_comm]

/-- For `x > 0`, one third of the difference between the inverse cubes of `x` and `x + 1` lies
between the inverse fourth powers of `x + 1` and `x`. -/
theorem inv_fourth_bounds {x : ℝ} (hx : 0 < x) :
    1 / (x + 1) ^ 4 ≤ (1 / x ^ 3 - 1 / (x + 1) ^ 3) / 3 ∧
      (1 / x ^ 3 - 1 / (x + 1) ^ 3) / 3 ≤ 1 / x ^ 4 := by
  have hx1 : x + 1 ≠ 0 := by positivity
  have e1 : (1 / x ^ 3 - 1 / (x + 1) ^ 3) / 3 - 1 / (x + 1) ^ 4
      = (6 * x ^ 2 + 4 * x + 1) / (3 * x ^ 3 * (x + 1) ^ 4) := by
    field_simp
    ring
  have e2 : 1 / x ^ 4 - (1 / x ^ 3 - 1 / (x + 1) ^ 3) / 3
      = (6 * x ^ 2 + 8 * x + 3) / (3 * x ^ 4 * (x + 1) ^ 3) := by
    field_simp
    ring
  have p1 : 0 ≤ (6 * x ^ 2 + 4 * x + 1) / (3 * x ^ 3 * (x + 1) ^ 4) := by positivity
  have p2 : 0 ≤ (6 * x ^ 2 + 8 * x + 3) / (3 * x ^ 4 * (x + 1) ^ 3) := by positivity
  constructor <;> linarith

/-- Terms bounded by `c / n⁴` have partial sums beyond `N ≥ 1` bounded by `c / 3` times a difference
of inverse cubes. -/
theorem sum_tail_le {f : ℕ → ℝ} {c : ℝ} (hc : 0 ≤ c) {N : ℕ} (hN : 1 ≤ N)
    (hf : ∀ n : ℕ, 1 ≤ n → f n ≤ c / (n : ℝ) ^ 4) (K : ℕ) :
    ∑ k ∈ range K, f (k + (N + 1))
      ≤ c / 3 * (1 / (N : ℝ) ^ 3 - 1 / ((K : ℝ) + N) ^ 3) := by
  have hN' : (0 : ℝ) < N := by exact_mod_cast hN
  induction K with
  | zero => simp
  | succ K ih =>
    have t := hf (K + (N + 1)) (by omega)
    have e : ((K + (N + 1) : ℕ) : ℝ) = (K : ℝ) + N + 1 := by push_cast; ring
    have e2 : ((K + 1 : ℕ) : ℝ) + N = (K : ℝ) + N + 1 := by push_cast; ring
    rw [e, div_eq_mul_one_div] at t
    have b := mul_le_mul_of_nonneg_left
      (inv_fourth_bounds (x := (K : ℝ) + N) (by positivity)).1 hc
    rw [Finset.sum_range_succ, e2]
    linarith

/-- The Matsubara terms beyond `N ≥ 1` are summable, and their sum lies between
`0` and `S₁ S₂ / (12 h⁴ N³)`. -/
theorem matsubara_tail_bound (A : Medium ι) (B : Medium κ) {h : ℝ} (hh : 0 < h)
    {N : ℕ} (hN : 1 ≤ N) :
    Summable (fun k : ℕ => matsubaraTerm A B h (k + (N + 1))) ∧
      0 ≤ ∑' k : ℕ, matsubaraTerm A B h (k + (N + 1)) ∧
      ∑' k : ℕ, matsubaraTerm A B h (k + (N + 1))
        ≤ A.S * B.S / (12 * h ^ 4 * (N : ℝ) ^ 3) := by
  have hSA : 0 ≤ A.S :=
    Finset.sum_nonneg fun j _ => mul_nonneg (A.C_nonneg j) (sq_nonneg _)
  have hSB : 0 ≤ B.S :=
    Finset.sum_nonneg fun j _ => mul_nonneg (B.C_nonneg j) (sq_nonneg _)
  have hc : 0 ≤ A.S * B.S / (4 * h ^ 4) :=
    div_nonneg (mul_nonneg hSA hSB) (by positivity)
  have h0 : ∀ k : ℕ, 0 ≤ matsubaraTerm A B h (k + (N + 1)) := fun k =>
    mul_nonneg (D_nonneg A _) (D_nonneg B _)
  -- every term decays like the inverse fourth power of the index
  have hf : ∀ n : ℕ, 1 ≤ n →
      matsubaraTerm A B h n ≤ A.S * B.S / (4 * h ^ 4) / (n : ℝ) ^ 4 := by
    intro n hn
    have hn' : (0 : ℝ) < n := by exact_mod_cast hn
    have hu : 0 < (n : ℝ) * h := mul_pos hn' hh
    refine (mul_le_mul (D_le A hu) (D_le B hu) (D_nonneg B _)
      ((D_nonneg A _).trans (D_le A hu))).trans (le_of_eq ?_)
    rw [div_mul_div_comm, div_div]
    congr 1
    ring
  have hp : ∀ K : ℕ, ∑ k ∈ range K, matsubaraTerm A B h (k + (N + 1))
      ≤ A.S * B.S / (12 * h ^ 4 * (N : ℝ) ^ 3) := by
    intro K
    have e : A.S * B.S / (4 * h ^ 4) / 3 * (1 / (N : ℝ) ^ 3)
        = A.S * B.S / (12 * h ^ 4 * (N : ℝ) ^ 3) := by
      rw [div_div, div_mul_div_comm, mul_one]
      congr 1
      ring
    rw [← e]
    refine (sum_tail_le hc hN hf K).trans (mul_le_mul_of_nonneg_left ?_ (by positivity))
    have : 0 ≤ 1 / ((K : ℝ) + N) ^ 3 := by positivity
    linarith
  exact ⟨summable_of_sum_range_le h0 hp, tsum_nonneg h0,
    Real.tsum_le_of_sum_range_le h0 hp⟩

/-- If `h > 0`, `N ≥ 1` and `S₁ S₂ ≤ 12 h⁴ N³ δ`, cutting the leading nonretarded Lifshitz sum off
after its first `N` positive frequencies underestimates it by at most `δ`. -/
theorem truncation_error (A : Medium ι) (B : Medium κ) {h δ : ℝ} (hh : 0 < h)
    {N : ℕ} (hN : 1 ≤ N) (hδ : A.S * B.S ≤ 12 * h ^ 4 * (N : ℝ) ^ 3 * δ) :
    truncatedSum A B h N ≤ primedSum A B h ∧
      primedSum A B h ≤ truncatedSum A B h N + δ := by
  obtain ⟨hs, h0, h1⟩ := matsubara_tail_bound A B hh hN
  have hN' : (0 : ℝ) < N := by exact_mod_cast hN
  have hs1 : Summable (fun k : ℕ => matsubaraTerm A B h (k + 1)) :=
    (summable_nat_add_iff (f := fun k : ℕ => matsubaraTerm A B h (k + 1)) N).1 hs
  have split : ∑ k ∈ range N, matsubaraTerm A B h (k + 1)
      + ∑' k : ℕ, matsubaraTerm A B h (k + (N + 1))
      = ∑' k : ℕ, matsubaraTerm A B h (k + 1) := hs1.sum_add_tsum_nat_add N
  have h2 : A.S * B.S / (12 * h ^ 4 * (N : ℝ) ^ 3) ≤ δ := by
    rw [div_le_iff₀ (by positivity)]
    linarith
  unfold truncatedSum primedSum
  constructor <;> linarith

/-- At high imaginary frequency `u² D(u)` tends to `S / 2`. -/
theorem tendsto_sq_mul_D (A : Medium ι) :
    Tendsto (fun u : ℝ => u ^ 2 * A.D u) atTop (𝓝 (A.S / 2)) := by
  have hq : ∀ j, Tendsto (fun u : ℝ => 1 / (1 + u ^ 2 / A.w j ^ 2)) atTop (𝓝 0) :=
    fun j => tendsto_const_nhds.div_atTop (tendsto_atTop_add_const_left _ _
      ((tendsto_pow_atTop two_ne_zero).atTop_div_const (pow_pos (A.w_pos j) 2)))
  have hE : Tendsto (fun u => A.eps u) atTop (𝓝 1) := by
    have t : Tendsto (fun u : ℝ => 1 + ∑ j, A.C j * (1 / (1 + u ^ 2 / A.w j ^ 2)))
        atTop (𝓝 (1 + ∑ j, A.C j * 0)) :=
      tendsto_const_nhds.add (tendsto_finsetSum _ fun j _ => (hq j).const_mul _)
    simpa only [Medium.eps, mul_one_div, mul_zero, Finset.sum_const_zero, add_zero] using t
  have hn : Tendsto (fun u => u ^ 2 * (A.eps u - 1)) atTop (𝓝 A.S) := by
    have t : Tendsto
        (fun u : ℝ => ∑ j, A.C j * A.w j ^ 2 * (1 - 1 / (1 + u ^ 2 / A.w j ^ 2)))
        atTop (𝓝 (∑ j, A.C j * A.w j ^ 2 * (1 - 0))) :=
      tendsto_finsetSum _ fun j _ => (tendsto_const_nhds.sub (hq j)).const_mul _
    simp only [sub_zero, mul_one] at t
    refine t.congr fun u => ?_
    unfold Medium.eps
    rw [add_sub_cancel_left, Finset.mul_sum]
    refine Finset.sum_congr rfl fun j _ => ?_
    have hw := A.w_pos j
    have hw' := hw.ne'
    have h2 : A.w j ^ 2 + u ^ 2 ≠ 0 := by positivity
    have e : 1 + u ^ 2 / A.w j ^ 2 = (A.w j ^ 2 + u ^ 2) / A.w j ^ 2 := by
      rw [add_div, div_self (pow_ne_zero 2 hw')]
    rw [e]
    field_simp
    ring
  have t := hn.div (hE.add_const 1) (by norm_num)
  rw [one_add_one_eq_two] at t
  exact t.congr fun u => mul_div_assoc _ _ _

/-- For every nonnegative `c` below `S₁ S₂ / (12 h⁴)`, the tail beyond `N` is at least
`c / (N + 1)³` for all large `N`. -/
theorem tail_bound_sharp (A : Medium ι) (B : Medium κ) {h c : ℝ} (hh : 0 < h)
    (hc : 0 ≤ c) (hc' : c < A.S * B.S / (12 * h ^ 4)) :
    ∀ᶠ N : ℕ in atTop,
      c / ((N : ℝ) + 1) ^ 3 ≤ ∑' k : ℕ, matsubaraTerm A B h (k + (N + 1)) := by
  have hu : Tendsto (fun n : ℕ => (n : ℝ) * h) atTop atTop :=
    tendsto_natCast_atTop_atTop.atTop_mul_const hh
  have lim := ((tendsto_sq_mul_D A).comp hu).mul ((tendsto_sq_mul_D B).comp hu)
  have hlt : 3 * c * h ^ 4 < A.S / 2 * (B.S / 2) := by
    rw [lt_div_iff₀ (by positivity)] at hc'
    linarith
  obtain ⟨M, hM⟩ := eventually_atTop.1 (lim.eventually_const_lt hlt)
  filter_upwards [eventually_ge_atTop (max M 1)] with N hN
  have hNM : M ≤ N := (le_max_left _ _).trans hN
  have hN1 : 1 ≤ N := (le_max_right _ _).trans hN
  -- partial sums of the tail are bounded below by a telescoping sum
  have low : ∀ K : ℕ, c * (1 / ((N : ℝ) + 1) ^ 3 - 1 / ((K : ℝ) + N + 1) ^ 3)
      ≤ ∑ k ∈ range K, matsubaraTerm A B h (k + (N + 1)) := by
    intro K
    induction K with
    | zero => simp
    | succ K ih =>
      have m := hM (K + (N + 1)) (by omega)
      simp only [Function.comp_apply] at m
      have e : ((K + (N + 1) : ℕ) : ℝ) = (K : ℝ) + N + 1 := by push_cast; ring
      have e2 : ((K + 1 : ℕ) : ℝ) + N + 1 = (K : ℝ) + N + 1 + 1 := by push_cast; ring
      have t : 3 * c * (1 / ((K : ℝ) + N + 1) ^ 4)
          ≤ matsubaraTerm A B h (K + (N + 1)) := by
        rw [mul_one_div, div_le_iff₀ (by positivity)]
        refine le_of_mul_le_mul_right ?_ (pow_pos hh 4)
        unfold matsubaraTerm
        rw [e] at m ⊢
        refine m.le.trans (le_of_eq ?_)
        ring
      have b := mul_le_mul_of_nonneg_left
        (inv_fourth_bounds (x := (K : ℝ) + N + 1) (by positivity)).2
        (by positivity : 0 ≤ 3 * c)
      rw [Finset.sum_range_succ, e2]
      linarith
  have h1 : Tendsto (fun K : ℕ => (K : ℝ) + N + 1) atTop atTop :=
    tendsto_atTop_add_const_right _ _
      (tendsto_atTop_add_const_right _ _ tendsto_natCast_atTop_atTop)
  have h2 : Tendsto (fun K : ℕ => (1 : ℝ) / ((K : ℝ) + N + 1) ^ 3) atTop (𝓝 0) :=
    tendsto_const_nhds.div_atTop ((tendsto_pow_atTop three_ne_zero).comp h1)
  have h3 : Tendsto
      (fun K : ℕ => c * (1 / ((N : ℝ) + 1) ^ 3 - 1 / ((K : ℝ) + N + 1) ^ 3))
      atTop (𝓝 (c * (1 / ((N : ℝ) + 1) ^ 3 - 0))) :=
    (tendsto_const_nhds.sub h2).const_mul c
  rw [sub_zero, mul_one_div] at h3
  have hs := (matsubara_tail_bound A B hh hN1).1
  exact le_of_tendsto' h3 fun K => (low K).trans
    (hs.sum_le_tsum (range K) fun i _ => mul_nonneg (D_nonneg A _) (D_nonneg B _))

end LifshitzMatsubaraTail
```

```lean
#print axioms LifshitzMatsubaraTail.truncation_error
#print axioms LifshitzMatsubaraTail.tail_bound_sharp
```

```
'LifshitzMatsubaraTail.truncation_error' depends on axioms: [propext, Classical.choice, Quot.sound]
'LifshitzMatsubaraTail.tail_bound_sharp' depends on axioms: [propext, Classical.choice, Quot.sound]
```

## How the Lean statements read

`Medium ι` holds the oscillator data together with the sign conditions. The index type `ι` is finite, and the second medium has its own index type `κ`, so the two may have different numbers of oscillators. `Medium.eps`, `Medium.S` and `Medium.D` are ε, S and D. The media called 1 and 2 above are `A` and `B` in the file, where `A` is not the Hamaker constant, and `matsubaraTerm A B h n` is D₁(nh) D₂(nh). The spacing `h` is any positive real number; its relation to temperature is supplied by the user.

`matsubara_tail_bound` is the main result. Its index `k` starts at zero, and `k + (N + 1)` runs over exactly the integers n > N. It states convergence separately, because Lean gives a divergent series the value 0, and an inequality for the sum alone would say little.

`truncation_error` is the cutoff criterion. If S₁S₂ ≤ 12h⁴N³δ, then `primedSum` lies between `truncatedSum` and `truncatedSum + δ`. Both contain the same half-weighted static term, which cancels from the error. `tail_bound_sharp` is the lower bound for large N.

## How the lemmas follow the derivation

`one_le_eps` and `D_nonneg` give the signs, and `D_le` gives D ≤ S/(2u²) by comparing the oscillators one at a time. `inv_fourth_bounds` contains both rational identities: `field_simp` and `ring` verify them, and `positivity` supplies the signs of the right-hand sides.

`sum_tail_le` carries out the telescoping by induction on the number of terms `K`; it assumes that the constant `c` in the bound on the terms is nonnegative. In the main theorem, `hf` is the n⁻⁴ bound on the product and `hp` the resulting bound on partial sums; nonnegativity then yields both convergence and the bound on the infinite sum. `truncation_error` splits the full series after its first N positive-frequency terms and applies that bound.

For the lower bound, `tendsto_sq_mul_D` proves u²D → S/2. `tail_bound_sharp` evaluates this limit along u = nh, proves the telescoping lower bound `low` by induction, and lets `K` go to infinity.

## Which calculations the bound covers

The theorems concern exact real arithmetic, so rounding error in a code comes on top. They treat the sum of D₁D₂ itself; its link to the Hamaker constant is physical input. The full nonretarded expression also contains higher powers of D₁D₂, and at larger separations retardation changes the terms with n ≥ 1. Neither effect is included, nor is a gap filled with anything but vacuum.

The condition C_j ≥ 0 stands for media that absorb and do not amplify, and w_j > 0 for bound charges with a nonzero restoring force. A metal's free carriers, which make ε diverge at u = 0, do not fit this form. Damped oscillators and Debye relaxation terms are likewise absent from the model. Damping adds a nonnegative term to the denominator 1 + u²/w_j², which only lowers ε at u > 0, so the upper bound on the tail still holds with the same C_j and w_j. Debye terms fall off only like 1/u, and a fit that uses them needs its own estimate of the tail.
